# A partitioning-independent lower bound on the sum of second- and third-order energies

Two perturbation calculations can start from the same Hamiltonian and the same reference state and still give different energies, because they split the Hamiltonian differently. Take the two-level Hamiltonian with matrix rows $(0,1)$ and $(1,2)$, the reference $(1,0)$, and a zeroth-order operator $\mathrm{diag}(0,\delta)$ with $\delta>0$. The second-order energy is $-1/\delta$, which a small enough $\delta$ makes as low as one likes. Neither this number nor a comparison of a few partitionings shows how far another choice could lower the result.

The sum $E_2+E_3$ behaves better. Let $H$ be symmetric, $\psi$ a unit vector and $L=\langle\psi,H\psi\rangle$. Suppose that $H-L$ is positive semidefinite on the complement of $\psi$, and that some $x\perp\psi$ solves $Q(H-L)x=-QH\psi$, where $Q$ projects onto that complement. Then every symmetric partitioning that has $\psi$ as eigenvector and a solvable first-order equation satisfies

$$E_2+E_3\;\ge\;\langle\psi,Hx\rangle .$$

The right side contains no zeroth-order operator. In the example it is $-1/2$, while $E_2+E_3=2/\delta^2-2/\delta$, which reaches $-1/2$ at $\delta=2$ and never goes below it.

The two-level examples below that violate a hypothesis are ordinary matrix calculations, separate from the Lean theorems. They all use the reference $(1,0)$.

## A normalised reference

The state $\psi$ is the reference, for instance a Hartree–Fock determinant, and $L$ is its energy expectation value. In Lean the states live in a complex inner product space `E` of any dimension, operators are linear maps defined on all of `E`, and the inner product is conjugate-linear in its first slot. `mean A ψ` is $\langle\psi,A\psi\rangle$, so $L$ is `mean H ψ`.

```lean
import Mathlib

open scoped InnerProductSpace ComplexOrder ComplexConjugate

namespace PartitioningIndependentBound

noncomputable section

variable {E : Type*} [NormedAddCommGroup E] [InnerProductSpace ℂ E]

/-- The expectation value `⟨ψ, A ψ⟩` for a unit vector `ψ`. -/
def mean (A : E →ₗ[ℂ] E) (ψ : E) : ℂ := ⟪ψ, A ψ⟫_ℂ

/-- The map `Q = 1 - |ψ⟩⟨ψ|`, which for a unit vector `ψ` projects onto its complement. -/
def Q (ψ v : E) : E := v - ⟪ψ, v⟫_ℂ • ψ
```

Normalisation enters through $L=E_0\langle\psi,\psi\rangle+E_1=E_0+E_1$, where $E_0$ is the zeroth-order energy and $E_1=\langle\psi,V\psi\rangle$ the first-order one. In the proof it is the equation `hu`. For a vector of another length, the functional introduced below, taken at the first-order vector $\psi_1$, equals $E_2+E_3$ plus $E_0(1-\|\psi\|^2)\|\psi_1\|^2$, so the two agree only if $E_0=0$ or $\psi_1=0$.

## The reference as an eigenvector of $H_0$

A partitioning writes $H=H_0+V$ with $H_0$ symmetric and $H_0\psi=E_0\psi$.

```lean
/-- A partitioning `H = H₀ + V` with symmetric `H₀` and `H₀ ψ = E₀ ψ`. -/
structure IsPartitioning (H H₀ V : E →ₗ[ℂ] E) (ψ : E) (E₀ : ℂ) : Prop where
  symm : H₀.IsSymmetric
  sum : H = H₀ + V
  eigen : H₀ ψ = E₀ • ψ
```

The derivation uses the eigenvalue equation to get $\langle\psi_1,H_0\psi\rangle=0$, and symmetry to get $\langle\psi,H_0\psi_1\rangle=0$, which is `h2` in the proof. The number $E_0$ cannot be chosen freely: with $H_0=\mathrm{diag}(0,2)$ in the opening example and $E_0=1$ in place of the eigenvalue $0$, the first-order equation gives $E_2+E_3=-1$, below $-1/2$.

Symmetry of $H_0$ is less essential. Projecting the first-order equation on a unit $\psi$ also yields $\langle\psi,H_0\psi_1\rangle=0$. The condition is kept because it belongs to the usual meaning of a partitioning.

## A first-order vector orthogonal to the reference

The first-order vector $\psi_1$ satisfies $(H_0-E_0)\psi_1=-(V-E_1)\psi$ and $\langle\psi,\psi_1\rangle=0$, the choice known as intermediate normalisation. The energies are $E_2=\langle\psi,V\psi_1\rangle$ and $E_3=\langle\psi_1,(V-E_1)\psi_1\rangle$.

```lean
/-- The vector `ψ₁` is orthogonal to `ψ` and solves the first-order equation
`(H₀ - E₀) ψ₁ = -(V - E₁) ψ` with `E₁ = ⟨ψ, V ψ⟩`. -/
structure IsFirstOrder (H₀ V : E →ₗ[ℂ] E) (ψ : E) (E₀ : ℂ) (ψ₁ : E) : Prop where
  orth : ⟪ψ, ψ₁⟫_ℂ = 0
  eqn : H₀ ψ₁ - E₀ • ψ₁ = -(V ψ - mean V ψ • ψ)

/-- The second-order energy `E₂ = ⟨ψ, V ψ₁⟩`. -/
def secondOrder (V : E →ₗ[ℂ] E) (ψ ψ₁ : E) : ℂ := ⟪ψ, V ψ₁⟫_ℂ

/-- The third-order energy `E₃ = ⟨ψ₁, (V - E₁) ψ₁⟩` with `E₁ = ⟨ψ, V ψ⟩`. -/
def thirdOrder (V : E →ₗ[ℂ] E) (ψ ψ₁ : E) : ℂ := ⟪ψ₁, V ψ₁ - mean V ψ • ψ₁⟫_ℂ
```

Solvability is assumed. It can fail when $E_0$ is degenerate and $V$ couples $\psi$ to another state of the same zeroth-order energy.

Both conditions matter. With $H_0=\mathrm{diag}(0,2)$ in the opening example, an arbitrary vector $(0,c)$ in place of the solution gives $E_2+E_3=c$ for real $c$, which has no floor. With $H_0=\mathrm{diag}(0,1)$, the vector $(t,-1)$ solves the first-order equation for every real $t$ but gives $-2t$. Only $t=0$ is orthogonal to $\psi$.

## A solution on the complement

The vector $x$ answers a linear problem in which the full $H$ takes the place of $H_0$.

```lean
/-- The vector `x` is orthogonal to `ψ` and solves `Q (H - L) x = -Q H ψ`
with `L = ⟨ψ, H ψ⟩`. -/
structure IsComplementSolution (H : E →ₗ[ℂ] E) (ψ x : E) : Prop where
  orth : ⟪ψ, x⟫_ℂ = 0
  eqn : Q ψ (H x - mean H ψ • x) = -Q ψ (H ψ)
```

Orthogonality excludes the useless solution $x=-\psi$, which satisfies the projected equation for every unit $\psi$. Existence matters too: for $H$ with rows $(0,1)$ and $(1,0)$, the form of $H-L$ vanishes on the complement and no $x$ exists. The partitionings $H_0=\mathrm{diag}(0,\delta)$ then give $E_2+E_3=-2/\delta$, which is unbounded below as $\delta\to0^+$.

## How $H_0$ disappears from the sum

For a vector $y$ define

$$J(y)=\langle y,H\psi\rangle+\langle\psi,Hy\rangle+\langle y,(H-L)y\rangle .$$

```lean
/-- The functional `⟨y, H ψ⟩ + ⟨ψ, H y⟩ + ⟨y, (H - L) y⟩` with `L = ⟨ψ, H ψ⟩`. -/
def functional (H : E →ₗ[ℂ] E) (ψ y : E) : ℂ :=
  ⟪y, H ψ⟫_ℂ + ⟪ψ, H y⟫_ℂ + ⟪y, H y - mean H ψ • y⟫_ℂ
```

Put $y=\psi_1$. The two vanishing matrix elements of $H_0$ turn the first two terms into $\langle\psi_1,V\psi\rangle+E_2$. Since $L=E_0+E_1$, the last term is

$$\langle\psi_1,(H-L)\psi_1\rangle=\langle\psi_1,(H_0-E_0)\psi_1\rangle+E_3 .$$

Projecting the first-order equation on $\psi_1$ gives $\langle\psi_1,(H_0-E_0)\psi_1\rangle=-\langle\psi_1,V\psi\rangle$, because $\langle\psi_1,\psi\rangle=0$. The two terms in $\langle\psi_1,V\psi\rangle$ cancel and $J(\psi_1)=E_2+E_3$.

```lean
variable {H H₀ V : E →ₗ[ℂ] E} {ψ ψ₁ x y : E} {E₀ : ℂ}

/-- For a unit vector `ψ`, a partitioning of `H` and its first-order solution `ψ₁`, the sum
`E₂ + E₃` is the value at `ψ₁` of a functional that contains only `H` and `ψ`. -/
theorem energy_eq_functional (hψ : ‖ψ‖ = 1) (hp : IsPartitioning H H₀ V ψ E₀)
    (hf : IsFirstOrder H₀ V ψ E₀ ψ₁) :
    secondOrder V ψ ψ₁ + thirdOrder V ψ ψ₁ = functional H ψ ψ₁ := by
  obtain ⟨hs, rfl, he⟩ := hp
  have hu : ⟪ψ, ψ⟫_ℂ = 1 := by simp [inner_self_eq_norm_sq_to_K, hψ]
  have h1 : ⟪ψ₁, ψ⟫_ℂ = 0 := inner_eq_zero_symm.mp hf.orth
  have h2 : ⟪ψ, H₀ ψ₁⟫_ℂ = 0 := by
    rw [← hs ψ ψ₁, he, inner_smul_left, hf.orth, mul_zero]
  -- project the first-order equation on `ψ₁`
  have h3 := congrArg (fun v => ⟪ψ₁, v⟫_ℂ) hf.eqn
  simp only [mean, inner_sub_right, inner_neg_right, inner_smul_right, h1] at h3
  simp only [functional, secondOrder, thirdOrder, mean, LinearMap.add_apply, he,
    inner_add_right, inner_sub_right, inner_smul_right, h1, h2, hu]
  linear_combination -h3
```

Here `h3` is the projected equation, and `linear_combination -h3` performs the cancellation. The partitioning now affects the sum only through the vector at which $J$ is evaluated.

## A symmetric Hamiltonian

Symmetry of $H$ makes $L$ real and allows the equation for $x$ to be read from both sides. For every $z\perp\psi$,

$$\langle z,(H-L)x\rangle=-\langle z,H\psi\rangle,\qquad \langle x,(H-L)z\rangle=-\langle\psi,Hz\rangle ,$$

where the second equation is the conjugate of the first. For $y\perp\psi$, expand the quadratic form at $y-x$:

$$\begin{aligned}
\langle y-x,(H-L)(y-x)\rangle
&=\langle y,(H-L)y\rangle-\langle y,(H-L)x\rangle\\
&\quad-\langle x,(H-L)y\rangle+\langle x,(H-L)x\rangle\\
&=\langle y,(H-L)y\rangle+\langle y,H\psi\rangle+\langle\psi,Hy\rangle-\langle\psi,Hx\rangle .
\end{aligned}$$

Hence $J(y)=\langle\psi,Hx\rangle+\langle y-x,(H-L)(y-x)\rangle$.

```lean
/-- Completing the square: for symmetric `H`, a solution `x` of the complement equation and
any `y` orthogonal to `ψ`, the functional at `y` is `⟨ψ, H x⟩` plus the quadratic form of
`H - L` at `y - x`. -/
theorem functional_eq (hH : H.IsSymmetric) (hx : IsComplementSolution H ψ x)
    (hy : ⟪ψ, y⟫_ℂ = 0) :
    functional H ψ y =
      ⟪ψ, H x⟫_ℂ + ⟪y - x, H (y - x) - mean H ψ • (y - x)⟫_ℂ := by
  have hL : conj (mean H ψ) = mean H ψ := by
    unfold mean
    rw [inner_conj_symm]
    exact hH ψ ψ
  -- the equation for `x`, tested with `z` orthogonal to `ψ`, and its conjugate
  have a : ∀ z, ⟪ψ, z⟫_ℂ = 0 →
      ⟪z, H x⟫_ℂ - mean H ψ * ⟪z, x⟫_ℂ = -⟪z, H ψ⟫_ℂ := by
    intro z hz
    have h := congrArg (fun v => ⟪z, v⟫_ℂ) hx.eqn
    simpa only [Q, inner_neg_right, inner_sub_right, inner_smul_right,
      inner_eq_zero_symm.mp hz, mul_zero, sub_zero] using h
  have b : ∀ z, ⟪ψ, z⟫_ℂ = 0 →
      ⟪x, H z⟫_ℂ - mean H ψ * ⟪x, z⟫_ℂ = -⟪ψ, H z⟫_ℂ := by
    intro z hz
    have h := congrArg (starRingEnd ℂ) (a z hz)
    simp only [map_sub, map_mul, map_neg, inner_conj_symm, hL] at h
    rwa [hH x z, hH ψ z] at h
  simp only [functional, map_sub, inner_sub_left, inner_sub_right, inner_smul_right]
  linear_combination a y hy + b y hy - b x hx.orth
```

The two equations are `a` and `b`, and the last line uses `a` at $y$ and `b` at both $y$ and $x$. If $H$ is not symmetric, the bound can fail: rows $(0,4)$ and $(1,2)$ with $H_0=\mathrm{diag}(0,1)$ give $E_2+E_3=-3$, while $\langle\psi,Hx\rangle=-2$.

## No lower mean energy on the complement

The hypothesis `hpos` says that no normalised state orthogonal to $\psi$ has an energy expectation value below $L$. In a finite space this requires, by the min–max principle, that $L$ be no higher than the second-lowest eigenvalue of $H$, counted with multiplicity. In a full many-electron space even a good ground-state determinant can therefore violate it: this happens whenever the correlation energy exceeds the lowest excitation energy in magnitude. In a smaller space, such as the one with only double excitations used at the end, the condition is weaker, because fewer states are tested.

The vector $\psi_1-x$ is orthogonal to $\psi$, so its quadratic form is nonnegative, and the completed square gives the bound.

```lean
/-- Partitioning-independent bound: let `H` be symmetric, `ψ` a unit vector, `H - L` positive
semidefinite on the complement of `ψ`, and `x` a solution of the complement equation. Then
every partitioning with a first-order solution has `E₂ + E₃ ≥ ⟨ψ, H x⟩`. -/
theorem bound (hH : H.IsSymmetric) (hψ : ‖ψ‖ = 1)
    (hpos : ∀ y, ⟪ψ, y⟫_ℂ = 0 → 0 ≤ ⟪y, H y - mean H ψ • y⟫_ℂ)
    (hx : IsComplementSolution H ψ x) (hp : IsPartitioning H H₀ V ψ E₀)
    (hf : IsFirstOrder H₀ V ψ E₀ ψ₁) :
    ⟪ψ, H x⟫_ℂ ≤ secondOrder V ψ ψ₁ + thirdOrder V ψ ψ₁ := by
  rw [energy_eq_functional hψ hp hf, functional_eq hH hx hf.orth]
  exact le_add_of_nonneg_right
    (hpos _ (by rw [inner_sub_right, hf.orth, hx.orth, sub_zero]))
```

The order `≤` is that of the complex numbers: the difference of the two sides is real and nonnegative. The proof rewrites with the two identities and applies `hpos`.

Without positivity the inequality can reverse. For rows $(0,1)$ and $(1,-1)$ with $H_0=\mathrm{diag}(0,1)$, one finds $E_2+E_3=-3$ and $\langle\psi,Hx\rangle=1$.

If the form is strictly positive on nonzero vectors of the complement, the added square vanishes only at $\psi_1=x$.

```lean
/-- If `H` is symmetric, `ψ` is a unit vector and `H - L` is positive definite on the
complement of `ψ`, a partitioning attains the bound exactly when its first-order vector
is the solution `x` of the complement equation. -/
theorem bound_eq_iff (hH : H.IsSymmetric) (hψ : ‖ψ‖ = 1)
    (hpos : ∀ y, ⟪ψ, y⟫_ℂ = 0 → y ≠ 0 → 0 < ⟪y, H y - mean H ψ • y⟫_ℂ)
    (hx : IsComplementSolution H ψ x) (hp : IsPartitioning H H₀ V ψ E₀)
    (hf : IsFirstOrder H₀ V ψ E₀ ψ₁) :
    secondOrder V ψ ψ₁ + thirdOrder V ψ ψ₁ = ⟪ψ, H x⟫_ℂ ↔ ψ₁ = x := by
  rw [energy_eq_functional hψ hp hf, functional_eq hH hx hf.orth, add_eq_left]
  constructor
  · intro h
    by_contra hne
    exact (hpos (ψ₁ - x) (by rw [inner_sub_right, hf.orth, hx.orth, sub_zero])
      (sub_ne_zero.mpr hne)).ne' h
  · rintro rfl
    simp
```

`bound_eq_iff` says when a given partitioning attains the bound; it does not construct one that does. The forward direction assumes $\psi_1\neq x$ and contradicts strict positivity, and the reverse is substitution.

## A two-level system that meets every hypothesis

The opening example with $\delta=1$ shows that the conditions are compatible. `twoLevel a b c` is the operator with rows $(a,b)$ and $(b,c)$, and `ket` builds vectors, not necessarily normalised.

```lean
/-- The vector with components `a` and `b` in the two-level space. -/
def ket (a b : ℂ) : EuclideanSpace ℂ (Fin 2) := !₂[a, b]

/-- The two-level operator with real matrix rows `(a, b)` and `(b, c)`. -/
def twoLevel (a b c : ℝ) : EuclideanSpace ℂ (Fin 2) →ₗ[ℂ] EuclideanSpace ℂ (Fin 2) where
  toFun v := !₂[a * v 0 + b * v 1, b * v 0 + c * v 1]
  map_add' u v := by ext i; fin_cases i <;> simp <;> ring
  map_smul' k v := by ext i; fin_cases i <;> simp <;> ring

/-- The two-level operator with rows `(0, 1)` and `(1, 2)`, split into the diagonal `H₀` with
entries `0, 1` and a remainder, meets all hypotheses of the bound. -/
theorem bound_witness :
    (twoLevel 0 1 2).IsSymmetric ∧ ‖ket 1 0‖ = 1 ∧
    (∀ y, ⟪ket 1 0, y⟫_ℂ = 0 →
      0 ≤ ⟪y, twoLevel 0 1 2 y - mean (twoLevel 0 1 2) (ket 1 0) • y⟫_ℂ) ∧
    IsComplementSolution (twoLevel 0 1 2) (ket 1 0) (ket 0 (-1 / 2)) ∧
    IsPartitioning (twoLevel 0 1 2) (twoLevel 0 0 1) (twoLevel 0 1 1) (ket 1 0) 0 ∧
    IsFirstOrder (twoLevel 0 0 1) (twoLevel 0 1 1) (ket 1 0) 0 (ket 0 (-1)) := by
  have hin : ∀ u v : EuclideanSpace ℂ (Fin 2),
      ⟪u, v⟫_ℂ = conj (u 0) * v 0 + conj (u 1) * v 1 := by
    intro u v
    simp [PiLp.inner_apply, Fin.sum_univ_two, mul_comm]
  have happ : ∀ (a b c : ℝ) (v : EuclideanSpace ℂ (Fin 2)),
      twoLevel a b c v = !₂[a * v 0 + b * v 1, b * v 0 + c * v 1] := fun _ _ _ _ => rfl
  have hsymm : ∀ a b c : ℝ, (twoLevel a b c).IsSymmetric := by
    intro a b c u v
    rw [hin, hin, happ, happ]
    simp only [Matrix.cons_val_zero, Matrix.cons_val_one, map_add, map_mul,
      Complex.conj_ofReal]
    ring
  refine ⟨hsymm 0 1 2, ?_, ?_, ⟨?_, ?_⟩, ⟨hsymm 0 0 1, ?_, ?_⟩, ⟨?_, ?_⟩⟩
  · simp [ket, EuclideanSpace.norm_eq, Fin.sum_univ_two]
  · intro y hy
    have h0 : y 0 = 0 := by simpa [hin, ket] using hy
    -- on the complement the quadratic form is `2 |y₁|²`
    have h : ⟪y, twoLevel 0 1 2 y - mean (twoLevel 0 1 2) (ket 1 0) • y⟫_ℂ =
        ((2 * Complex.normSq (y 1) : ℝ) : ℂ) := by
      rw [Complex.ofReal_mul, Complex.normSq_eq_conj_mul_self]
      simp [hin, mean, happ, h0, ket]
      ring
    rw [h]
    exact Complex.zero_le_real.mpr (mul_nonneg zero_le_two (Complex.normSq_nonneg _))
  · simp [hin, ket]
  · ext i
    fin_cases i <;> norm_num [Q, hin, mean, happ, ket]
  · refine LinearMap.ext fun v => ?_
    ext i
    fin_cases i <;> simp [happ]
    ring
  · ext i
    fin_cases i <;> simp [happ, ket]
  · simp [hin, ket]
  · ext i
    fin_cases i <;> simp [hin, mean, happ, ket]

end

end PartitioningIndependentBound
```

The theorem checks the hypotheses by components. On the complement of `ket 1 0`, the form of $H-L$ is twice the squared modulus of the component with index 1. The complement solution is $(0,-1/2)$ and the first-order vector is $(0,-1)$. By hand, $E_2=-1$ and $E_3=1$, so the sum $0$ lies strictly above the bound $-1/2$.

```lean
#print axioms PartitioningIndependentBound.bound
#print axioms PartitioningIndependentBound.bound_eq_iff
```

```
'PartitioningIndependentBound.bound' depends on axioms: [propext, Classical.choice, Quot.sound]
'PartitioningIndependentBound.bound_eq_iff' depends on axioms: [propext, Classical.choice, Quot.sound]
```

## The bound in a Møller–Plesset calculation

Take a canonical Hartree–Fock determinant as $\psi$ and project $H$ onto the finite space spanned by it and its double excitations $I$. Let $b_I=\langle I,H\psi\rangle$ and let $A$ be the matrix of $H-L$ among the doubles. The Møller–Plesset amplitudes are $c_I=-b_I/\Delta_I$, with $\Delta_I$ the sum of the energies of the two orbitals filled by the excitation minus that of the two it empties, assumed nonzero, and

$$E_2+E_3=c^\dagger b+b^\dagger c+c^\dagger Ac .$$

Solving $Ax=-b$ instead gives $b^\dagger x$, the CEPA(0) correlation energy with doubles. If $A$ is positive semidefinite and the equation is solvable, that energy is a lower bound on the Møller–Plesset $E_2+E_3$. It is not a bound on the exact correlation energy.

The theorem applies directly to such finite matrices. Carrying it over to a molecular Hamiltonian in continuous space requires a domain argument, since that operator does not act on every square-integrable function.

## An inverse in place of the vector $x$

The bound could also be stated as $-\langle QH\psi,\,R\,QH\psi\rangle$, with $R$ the inverse of $Q(H-L)Q$ on the complement. This gives a closed expression, but it requires invertibility there. The version with $x$ also covers a $Q(H-L)Q$ that is singular on the complement, as long as the one equation for $x$ is solvable.
